# The square of an observable cannot be a negative multiple of the identity

Let an observable be represented by a self-adjoint element `x` of a nontrivial complex normed star-algebra obeying the C*-identity; completeness is not assumed. The lemma says that if `x * x` equals a real number `s` times the identity, then `s` is nonnegative. The attempt supposes that `s` is negative and takes an imaginary number `c` with `c * c = s`. It then means to show that the product of `x + c • 1` with its adjoint `x - c • 1` is zero, so that by the C*-identity both factors vanish. Their difference, `(2 * c) • 1`, would then be zero too, which is impossible since `c` is nonzero.

In Lean, a first try:

```lean
import Mathlib

open scoped InnerProductSpace

namespace FermionOperatorNorm

section Algebra

variable {A : Type*} [Ring A] [StarRing A] [Algebra ℂ A]
variable {H : Type*} [NormedAddCommGroup H] [InnerProductSpace ℂ H]

end Algebra

section Norm

variable {A : Type*} [NormedRing A] [StarRing A] [CStarRing A]
  [NormedAlgebra ℂ A] [StarModule ℂ A] [Nontrivial A]
variable {H : Type*} [NormedAddCommGroup H] [InnerProductSpace ℂ H]

/-- If the square of a self-adjoint element is a real multiple `s` of the identity,
then `s` is nonnegative. -/
theorem scale_nonneg_of_selfAdjoint_sq {x : A} {s : ℝ} (hx : star x = x)
    (hxx : x * x = (s : ℂ) • (1 : A)) : 0 ≤ s := by
  by_contra hneg
  have hs : 0 < -s := by linarith [not_le.mp hneg]
  -- a negative `s` has an imaginary square root `c`
  obtain ⟨c, hc, hcc, hc0⟩ : ∃ c : ℂ, star c = -c ∧ c * c = (s : ℂ) ∧ c ≠ 0 := by
    have hr : 0 < Real.sqrt (-s) := Real.sqrt_pos.mpr hs
    have hrr : Real.sqrt (-s) * Real.sqrt (-s) = -s := Real.mul_self_sqrt hs.le
    have hrc : (Real.sqrt (-s) : ℂ) * (Real.sqrt (-s) : ℂ) = -(s : ℂ) := by
      exact_mod_cast hrr
    refine ⟨(Real.sqrt (-s) : ℂ) * Complex.I, ?_, ?_, ?_⟩
    · apply Complex.ext <;> simp
    · linear_combination (Real.sqrt (-s) : ℂ) ^ 2 * Complex.I_sq - hrc
    · exact mul_ne_zero (by exact_mod_cast hr.ne') Complex.I_ne_zero
  have hy : star (x + c • (1 : A)) = x - c • (1 : A) := by
    rw [star_add, hx, star_smul, hc, star_one, neg_smul, sub_eq_add_neg]
  -- the C*-identity forces `x + c` to vanish
  have hyy : star (x + c • (1 : A)) * (x + c • (1 : A)) = 0 := by
    rw [hy]
    simp only [sub_mul, mul_add, smul_mul_assoc, mul_smul_comm, one_mul, mul_one,
      smul_smul]
    rw [hxx, hcc]
    abel
  have h0 : x + c • (1 : A) = 0 := (CStarRing.star_mul_self_eq_zero_iff _).1 hyy
  have h1 : x - c • (1 : A) = 0 := by rw [← hy, h0, star_zero]
  have h2 : (2 * c) • (1 : A) = 0 := by
    calc (2 * c) • (1 : A) = (x + c • (1 : A)) - (x - c • (1 : A)) := by module
      _ = 0 := by rw [h0, h1, sub_zero]
  rcases smul_eq_zero.1 h2 with h3 | h3
  · exact mul_ne_zero two_ne_zero hc0 h3
  · exact one_ne_zero h3

end Norm

end FermionOperatorNorm
```

Messages:

```
Main.lean:43:13: error: Tactic `rewrite` failed: Did not find an occurrence of the pattern
  c * c
in the target expression
  ↑s • 1 - c • x + c • (x - c • 1) = 0

A : Type u_1
inst✝⁵ : NormedRing A
inst✝⁴ : StarRing A
inst✝³ : CStarRing A
inst✝² : NormedAlgebra ℂ A
inst✝¹ : StarModule ℂ A
inst✝ : Nontrivial A
x : A
s : ℝ
hx : star x = x
hxx : x * x = ↑s • 1
hneg : ¬0 ≤ s
hs : 0 < -s
c : ℂ
hc : star c = -c
hcc : c * c = ↑s
hc0 : c ≠ 0
hy : star (x + c • 1) = x - c • 1
⊢ ↑s • 1 - c • x + c • (x - c • 1) = 0
Main.lean:42:6: warning: This simp argument is unused:
  smul_smul

Hint: Omit it from the simp argument list.
  [apply] simp only [sub_mul, mul_add, smul_mul_assoc, mul_smul_comm, one_mul, mul_one]

Note: This linter can be disabled with `set_option linter.unusedSimpArgs false`
```

What went wrong. The error says that `rw [hxx, hcc]` found no `c * c` to replace. The rewrite with `hxx` had worked; the one with `hcc` failed.

The fault lies in the form `simp only` left behind. It expanded the product only in part: in the term `(x - c • 1) * (c • 1)`, the scalar was drawn out by `mul_smul_comm` and the factor `1` removed by `mul_one`, which left `c • (x - c • 1)`. Here the two scalars are kept apart by a subtraction, and no lemma in the list carries a scalar across one. So `smul_smul`, which merges directly nested scalars, had nothing to act on, and this is why the warning calls it unused.

The repair adds `smul_sub`, which turns the term into `c • x - c • c • 1`. Now `smul_smul` makes `(c * c) • 1`, and `hcc` can replace `c * c` by `s`. The remaining terms cancel, and `abel` closes the goal. The warning's hint to drop `smul_smul` would not have helped, since the repaired proof needs it.

The repair, with which the file compiles:

```diff
@@ -40,5 +40,5 @@
     rw [hy]
     simp only [sub_mul, mul_add, smul_mul_assoc, mul_smul_comm, one_mul, mul_one,
-      smul_smul]
+      smul_sub, smul_smul]
     rw [hxx, hcc]
     abel
```
